# Chiral and real ground states of a two-component Landau free energy below its transition

## A uniform order parameter with free length

The order parameter is taken to be an arbitrary pair of complex numbers \((z_1,z_2)\), with neither its length nor its overall phase fixed, and a ground state here means a global minimizer of the free energy over all such pairs, that is, a mean-field equilibrium state at the given temperature. The density of the condensate is therefore an outcome of the minimization, and a state that is merely stationary or locally stable does not count as a ground state.

Two real quantities describe the pair:

\[
S=|z_1|^2+|z_2|^2,\qquad L=2\,\mathrm{Im}(\bar z_1 z_2).
\]

\(S\) is the condensate density and \(L\) the chirality. The components are the amplitudes of two degenerate pairing states, each chosen invariant under time reversal. Time reversal therefore complex conjugates both components, and \(L\) changes sign. With real coefficients \(a,u,w\), the free energy is

\[
F=aS+uS^2+w\,|z_1^2+z_2^2|^2 .
\]

The condition \(a<0\) places the system below its mean-field transition temperature. The coefficients \(u\) and \(w\) summarise the microscopic interactions and band structure; they are postulated here, not computed. In this uniform mean-field model, when \(F\) is bounded below and \(w\ne0\), the sign of \(w\) decides whether the superconducting ground state breaks time-reversal symmetry, that is, whether complex conjugation changes it by more than an overall phase.

## The results and their Lean form

For \(a<0\), three statements are proved.

- If \(u>0\) and \(w>0\), the pair \((z_1,z_2)\) is a ground state exactly when \(z_2=iz_1\) or \(z_2=-iz_1\), and \(S=-a/(2u)\). Its chirality then satisfies \(|L|=-a/(2u)\).
- If \(w<0\) and \(u+w>0\), it is a ground state exactly when \(\bar z_1z_2\) is real and \(S=-a/(2(u+w))\).
- \(F\) is bounded below exactly when \(u>0\) and \(u+w>0\).

A further equivalence, which involves no free energy, says that \(\bar z_1z_2\) is real exactly when \((z_1,z_2)=c\,(x,y)\) with \(x,y\) real and \(|c|=1\).

In the Lean file, `density`, `chirality` and `freeEnergy` are \(S\), \(L\) and \(F\), and `conj z₁` is \(\bar z_1\). The proposition `IsGroundState a u w z₁ z₂` says that \(F(z_1,z_2)\le F(y_1,y_2)\) for all complex \(y_1,y_2\). The theorems `isGroundState_iff_chiral` and `isGroundState_iff_real` are the two classifications, `abs_chirality_of_isGroundState` gives the size of the chirality, `im_eq_zero_iff_common_phase` is the statement about the common phase, and `bounded_below_iff` is the stability criterion. The factor 2 in `chirality` is a convention that makes \(|L|=S\) in the chiral states.

The model has no gradients, magnetic field or fluctuations, and no quartic term that singles out crystal axes. The classifications leave out the boundary case \(w=0\).

## The quartic invariant in terms of density and chirality

Put \(p=\bar z_1z_2\). Expanding the modulus gives

\[
|z_1^2+z_2^2|^2=|z_1|^4+|z_2|^4+2\,\mathrm{Re}(p^2).
\]

Since \(\mathrm{Re}(p^2)=|p|^2-2(\mathrm{Im}\,p)^2\) and \(|p|^2=|z_1|^2|z_2|^2\), this becomes

\[
|z_1^2+z_2^2|^2=(|z_1|^2+|z_2|^2)^2-4(\mathrm{Im}\,p)^2=S^2-L^2 .
\]

The free energy therefore has the second form

\[
F=aS+(u+w)S^2-wL^2 .
\]

Two reference states of density \(s\ge0\) are needed. The chiral state \((\sqrt{s/2},\,i\sqrt{s/2})\) has \(z_1^2+z_2^2=0\), so its energy is \(as+us^2\). The one-component state \((\sqrt s,0)\) has \(L=0\), so its energy is \(as+(u+w)s^2\).

## Positive \(w\): the chiral states

Let \(s=-a/(2u)>0\), so that \(a=-2us\). Completing the square gives

\[
F=-us^2+u(S-s)^2+w|z_1^2+z_2^2|^2 .
\]

The last two terms are non-negative, and the chiral reference state of density \(s\) has energy \(as+us^2=-us^2\). A pair is thus a minimizer exactly when both terms vanish, which means \(S=s\) and \(z_1^2+z_2^2=0\). The factorization

\[
z_1^2+z_2^2=(z_2-iz_1)(z_2+iz_1)
\]

turns the second condition into \(z_2=\pm iz_1\). The identity \(0=S^2-L^2\) then yields \(|L|=S=-a/(2u)\).

## Negative \(w\): a real vector with a common phase

Now let \(s=-a/(2(u+w))>0\), so that \(a=-2(u+w)s\). The second form of \(F\) gives

\[
F=-(u+w)s^2+(u+w)(S-s)^2-wL^2 .
\]

Again the last two terms are non-negative, and the one-component state of density \(s\) attains the value \(-(u+w)s^2\). The minimizers are the pairs with \(S=s\) and \(L=0\), and \(L=0\) says that \(\bar z_1z_2\) is real.

To extract the phase, suppose first that \(z_1\ne0\) and write \(z_1=c|z_1|\) with \(|c|=1\). Then \(\bar z_1z_2=|z_1|\,\bar c z_2\), so \(y=\bar cz_2\) is real and \(z_2=cy\). If \(z_1=0\), take \(c\) to be a phase of \(z_2\), with \(x=0\) and \(y=|z_2|\). Conversely, \(\overline{cx}\,cy=|c|^2xy\) is real.

## Sharp stability conditions

If \(u\le0\), the chiral states have \(F=as+us^2\le as\), which tends to \(-\infty\) as \(s\) grows. If \(u+w\le0\), the one-component states do the same. Both strict inequalities are therefore necessary.

They also suffice. For \(v>0\),

\[
aS+vS^2=v\left(S+\frac{a}{2v}\right)^2-\frac{a^2}{4v}\ge-\frac{a^2}{4v}.
\]

When \(w\ge0\), the first form gives \(F\ge aS+uS^2\), and the bound applies with \(v=u\). When \(w\le0\), the second form gives \(F\ge aS+(u+w)S^2\), and it applies with \(v=u+w\).

## The Lean file

```lean
import Mathlib

open scoped ComplexConjugate

namespace ChiralSuperconductor

noncomputable section

/-- Total condensate density of the two-component order parameter. -/
def density (z₁ z₂ : ℂ) : ℝ := ‖z₁‖ ^ 2 + ‖z₂‖ ^ 2

/-- Chirality of the order parameter: twice the imaginary part of `conj z₁ * z₂`. -/
def chirality (z₁ z₂ : ℂ) : ℝ := 2 * (conj z₁ * z₂).im

/-- Landau free energy of a two-component superconductor with quartic couplings `u` and `w`. -/
def freeEnergy (a u w : ℝ) (z₁ z₂ : ℂ) : ℝ :=
  a * density z₁ z₂ + u * density z₁ z₂ ^ 2 + w * ‖z₁ ^ 2 + z₂ ^ 2‖ ^ 2

/-- The order parameter `(z₁, z₂)` is a global minimizer of the free energy. -/
def IsGroundState (a u w : ℝ) (z₁ z₂ : ℂ) : Prop :=
  ∀ y₁ y₂ : ℂ, freeEnergy a u w z₁ z₂ ≤ freeEnergy a u w y₁ y₂

/-- The quartic invariant `‖z₁ ^ 2 + z₂ ^ 2‖ ^ 2` is the squared density minus the squared
chirality. -/
theorem norm_sq_add_sq (z₁ z₂ : ℂ) :
    ‖z₁ ^ 2 + z₂ ^ 2‖ ^ 2 = density z₁ z₂ ^ 2 - chirality z₁ z₂ ^ 2 := by
  simp only [density, chirality, Complex.sq_norm, Complex.normSq_apply]
  simp only [pow_two, Complex.add_re, Complex.add_im, Complex.mul_re, Complex.mul_im,
    Complex.conj_re, Complex.conj_im]
  ring

/-- The free energy written in terms of density and chirality. -/
theorem freeEnergy_eq (a u w : ℝ) (z₁ z₂ : ℂ) :
    freeEnergy a u w z₁ z₂ =
      a * density z₁ z₂ + (u + w) * density z₁ z₂ ^ 2 - w * chirality z₁ z₂ ^ 2 := by
  rw [freeEnergy, norm_sq_add_sq]
  ring

/-- Free energy of a chiral reference state of density `s`. -/
theorem freeEnergy_chiral (a u w : ℝ) {s : ℝ} (hs : 0 ≤ s) :
    freeEnergy a u w ((Real.sqrt (s / 2) : ℝ) : ℂ)
      (Complex.I * ((Real.sqrt (s / 2) : ℝ) : ℂ)) = a * s + u * s ^ 2 := by
  have h1 : density ((Real.sqrt (s / 2) : ℝ) : ℂ)
      (Complex.I * ((Real.sqrt (s / 2) : ℝ) : ℂ)) = s := by
    simp only [density, norm_mul, Complex.norm_I, one_mul, Complex.norm_real,
      Real.norm_eq_abs, sq_abs]
    rw [Real.sq_sqrt (by linarith)]
    ring
  have h2 : ((Real.sqrt (s / 2) : ℝ) : ℂ) ^ 2
      + (Complex.I * ((Real.sqrt (s / 2) : ℝ) : ℂ)) ^ 2 = 0 := by
    rw [mul_pow, Complex.I_sq]
    ring
  rw [freeEnergy, h1, h2]
  simp

/-- Free energy of a one-component reference state of density `s`. -/
theorem freeEnergy_linear (a u w : ℝ) {s : ℝ} (hs : 0 ≤ s) :
    freeEnergy a u w ((Real.sqrt s : ℝ) : ℂ) 0 = a * s + (u + w) * s ^ 2 := by
  have h1 : density ((Real.sqrt s : ℝ) : ℂ) 0 = s := by
    simp only [density, norm_zero, Complex.norm_real, Real.norm_eq_abs, sq_abs,
      Real.sq_sqrt hs]
    ring
  have h2 : chirality ((Real.sqrt s : ℝ) : ℂ) 0 = 0 := by simp [chirality]
  rw [freeEnergy_eq, h1, h2]
  ring

/-- For `a < 0`, `u > 0` and `w > 0` the global minimizers are exactly the states `z₂ = ± i z₁` with
density `-a / (2u)`. -/
theorem isGroundState_iff_chiral {a u w : ℝ} (ha : a < 0) (hu : 0 < u) (hw : 0 < w)
    (z₁ z₂ : ℂ) :
    IsGroundState a u w z₁ z₂ ↔
      (z₂ = Complex.I * z₁ ∨ z₂ = -(Complex.I * z₁)) ∧ density z₁ z₂ = -a / (2 * u) := by
  obtain ⟨s, hs⟩ : ∃ s, s = -a / (2 * u) := ⟨_, rfl⟩
  have h2u : 2 * u ≠ 0 := by positivity
  have hsa : a = -(2 * u * s) := by linarith [(eq_div_iff h2u).mp hs]
  have hs0 : 0 < s := by
    rw [hs]
    exact div_pos (by linarith) (by linarith)
  rw [← hs]
  constructor
  · intro h
    -- compare with the chiral reference state and complete the square
    have h0 := h _ _ |>.trans_eq (freeEnergy_chiral a u w hs0.le)
    unfold freeEnergy at h0
    have e1 : 0 ≤ u * (density z₁ z₂ - s) ^ 2 := by positivity
    have e2 : 0 ≤ w * ‖z₁ ^ 2 + z₂ ^ 2‖ ^ 2 := by positivity
    have e3 : u * (density z₁ z₂ - s) ^ 2 + w * ‖z₁ ^ 2 + z₂ ^ 2‖ ^ 2 ≤ 0 := by
      linear_combination h0 - (density z₁ z₂ - s) * hsa
    have f1 : u * (density z₁ z₂ - s) ^ 2 = 0 := by linarith
    have f2 : w * ‖z₁ ^ 2 + z₂ ^ 2‖ ^ 2 = 0 := by linarith
    have g1 := (pow_eq_zero_iff two_ne_zero).mp ((mul_eq_zero.mp f1).resolve_left hu.ne')
    have g2 := norm_eq_zero.mp
      ((pow_eq_zero_iff two_ne_zero).mp ((mul_eq_zero.mp f2).resolve_left hw.ne'))
    refine ⟨?_, by linarith⟩
    have g3 : (z₂ - Complex.I * z₁) * (z₂ + Complex.I * z₁) = 0 := by
      linear_combination g2 - z₁ ^ 2 * Complex.I_sq
    rcases mul_eq_zero.mp g3 with h | h
    · exact Or.inl (sub_eq_zero.mp h)
    · exact Or.inr (eq_neg_of_add_eq_zero_left h)
  · rintro ⟨hz, hS⟩ y₁ y₂
    have hN : z₁ ^ 2 + z₂ ^ 2 = 0 := by
      rcases hz with h | h <;> rw [h] <;> linear_combination z₁ ^ 2 * Complex.I_sq
    have e1 : 0 ≤ u * (density y₁ y₂ - s) ^ 2 := by positivity
    have e2 : 0 ≤ w * ‖y₁ ^ 2 + y₂ ^ 2‖ ^ 2 := by positivity
    unfold freeEnergy
    rw [hN, hS, norm_zero]
    linear_combination e1 + e2 - (density y₁ y₂ - s) * hsa

/-- For `a < 0`, `u > 0` and `w > 0` every global minimizer has chirality of magnitude `-a / (2u)`.
-/
theorem abs_chirality_of_isGroundState {a u w : ℝ} (ha : a < 0) (hu : 0 < u) (hw : 0 < w)
    {z₁ z₂ : ℂ} (h : IsGroundState a u w z₁ z₂) : |chirality z₁ z₂| = -a / (2 * u) := by
  obtain ⟨hz, hS⟩ := (isGroundState_iff_chiral ha hu hw z₁ z₂).mp h
  have hN : z₁ ^ 2 + z₂ ^ 2 = 0 := by
    rcases hz with h | h <;> rw [h] <;> linear_combination z₁ ^ 2 * Complex.I_sq
  have hid := norm_sq_add_sq z₁ z₂
  rw [hN, norm_zero] at hid
  have hpos : 0 ≤ density z₁ z₂ := by unfold density; positivity
  have habs : |chirality z₁ z₂| = |density z₁ z₂| := by
    apply (sq_eq_sq_iff_abs_eq_abs _ _).mp
    linarith
  exact (habs.trans (abs_of_nonneg hpos)).trans hS

/-- For `a < 0`, `w < 0` and `u + w > 0` the global minimizers are exactly the states with `conj z₁
* z₂` real and density `-a / (2(u + w))`. -/
theorem isGroundState_iff_real {a u w : ℝ} (ha : a < 0) (huw : 0 < u + w) (hw : w < 0)
    (z₁ z₂ : ℂ) :
    IsGroundState a u w z₁ z₂ ↔
      (conj z₁ * z₂).im = 0 ∧ density z₁ z₂ = -a / (2 * (u + w)) := by
  obtain ⟨s, hs⟩ : ∃ s, s = -a / (2 * (u + w)) := ⟨_, rfl⟩
  have h2u : 2 * (u + w) ≠ 0 := ne_of_gt (by linarith)
  have hsa : a = -(2 * (u + w) * s) := by linarith [(eq_div_iff h2u).mp hs]
  have hs0 : 0 < s := by
    rw [hs]
    exact div_pos (by linarith) (by linarith)
  have hw' : 0 < -w := by linarith
  rw [← hs]
  constructor
  · intro h
    -- compare with the one-component reference state
    have h0 := h _ _ |>.trans_eq (freeEnergy_linear a u w hs0.le)
    rw [freeEnergy_eq] at h0
    have e1 : 0 ≤ (u + w) * (density z₁ z₂ - s) ^ 2 := mul_nonneg huw.le (sq_nonneg _)
    have e2 : 0 ≤ -w * chirality z₁ z₂ ^ 2 := mul_nonneg hw'.le (sq_nonneg _)
    have e3 : (u + w) * (density z₁ z₂ - s) ^ 2 + -w * chirality z₁ z₂ ^ 2 ≤ 0 := by
      linear_combination h0 - (density z₁ z₂ - s) * hsa
    have f1 : (u + w) * (density z₁ z₂ - s) ^ 2 = 0 := by linarith
    have f2 : -w * chirality z₁ z₂ ^ 2 = 0 := by linarith
    have g1 := (pow_eq_zero_iff two_ne_zero).mp ((mul_eq_zero.mp f1).resolve_left huw.ne')
    have g2 := (pow_eq_zero_iff two_ne_zero).mp ((mul_eq_zero.mp f2).resolve_left hw'.ne')
    unfold chirality at g2
    exact ⟨by linarith, by linarith⟩
  · rintro ⟨hz, hS⟩ y₁ y₂
    have hL : chirality z₁ z₂ = 0 := by rw [chirality, hz, mul_zero]
    have e1 : 0 ≤ (u + w) * (density y₁ y₂ - s) ^ 2 := mul_nonneg huw.le (sq_nonneg _)
    have e2 : 0 ≤ -w * chirality y₁ y₂ ^ 2 := mul_nonneg hw'.le (sq_nonneg _)
    rw [freeEnergy_eq a u w z₁ z₂, freeEnergy_eq a u w y₁ y₂, hL, hS]
    linear_combination e1 + e2 - (density y₁ y₂ - s) * hsa

/-- The product `conj z₁ * z₂` is real exactly when the order parameter is a real vector
times a common phase factor. -/
theorem im_eq_zero_iff_common_phase (z₁ z₂ : ℂ) :
    (conj z₁ * z₂).im = 0 ↔
      ∃ (c : ℂ) (x y : ℝ), ‖c‖ = 1 ∧ z₁ = c * (x : ℂ) ∧ z₂ = c * (y : ℂ) := by
  have polar : ∀ z : ℂ, ∃ c : ℂ, ‖c‖ = 1 ∧ z = c * ((‖z‖ : ℝ) : ℂ) := fun z =>
    ⟨Complex.exp (Complex.arg z * Complex.I), Complex.norm_exp_ofReal_mul_I _,
      (Complex.norm_mul_exp_arg_mul_I z).symm.trans (mul_comm _ _)⟩
  constructor
  · intro h
    by_cases h1 : z₁ = 0
    · obtain ⟨c, hc, hz⟩ := polar z₂
      exact ⟨c, 0, ‖z₂‖, hc, by simp [h1], hz⟩
    · -- the phase of the first component also makes the second one real
      obtain ⟨c, hc, hz⟩ := polar z₁
      have hcc : c * conj c = 1 := by
        rw [Complex.mul_conj, Complex.normSq_eq_norm_sq, hc]
        norm_num
      have hr : conj z₁ * z₂ = ((‖z₁‖ : ℝ) : ℂ) * (conj c * z₂) := by
        conv_lhs => rw [hz, map_mul, Complex.conj_ofReal]
        ring
      rw [hr, Complex.im_ofReal_mul] at h
      have him := (mul_eq_zero.mp h).resolve_left (norm_ne_zero_iff.mpr h1)
      have hre : (((conj c * z₂).re : ℝ) : ℂ) = conj c * z₂ :=
        Complex.ext (Complex.ofReal_re _) ((Complex.ofReal_im _).trans him.symm)
      refine ⟨c, ‖z₁‖, (conj c * z₂).re, hc, hz, ?_⟩
      rw [hre, ← mul_assoc, hcc, one_mul]
  · rintro ⟨c, x, y, -, rfl, rfl⟩
    simp only [Complex.mul_im, Complex.mul_re, Complex.conj_re, Complex.conj_im,
      Complex.ofReal_re, Complex.ofReal_im]
    ring

/-- For `a < 0` the free energy is bounded below exactly when `u > 0` and `u + w > 0`. -/
theorem bounded_below_iff {a : ℝ} (ha : a < 0) (u w : ℝ) :
    (∃ m : ℝ, ∀ z₁ z₂ : ℂ, m ≤ freeEnergy a u w z₁ z₂) ↔ 0 < u ∧ 0 < u + w := by
  constructor
  · rintro ⟨m, hm⟩
    -- a density at which the quadratic term alone lies below the supposed bound
    obtain ⟨s, hs⟩ : ∃ s, s = (|m| + 1) / (-a) := ⟨_, rfl⟩
    have hs0 : 0 ≤ s := by
      rw [hs]
      exact div_nonneg (by positivity) (by linarith)
    have has : s * (-a) = |m| + 1 := (eq_div_iff (ne_of_gt (by linarith))).mp hs
    have hmabs := neg_abs_le m
    constructor
    · by_contra hu
      have h := (hm _ _).trans_eq (freeEnergy_chiral a u w hs0)
      have h' := mul_nonneg (neg_nonneg.mpr (not_lt.mp hu)) (sq_nonneg s)
      linarith
    · by_contra hu
      have h := (hm _ _).trans_eq (freeEnergy_linear a u w hs0)
      have h' := mul_nonneg (neg_nonneg.mpr (not_lt.mp hu)) (sq_nonneg s)
      linarith
  · rintro ⟨hu, huw⟩
    have key : ∀ v : ℝ, 0 < v → ∃ m : ℝ, ∀ s : ℝ, m ≤ a * s + v * s ^ 2 := by
      intro v hv
      obtain ⟨t, ht⟩ : ∃ t, t = a / (2 * v) := ⟨_, rfl⟩
      have hta : t * (2 * v) = a := (eq_div_iff (ne_of_gt (by linarith))).mp ht
      refine ⟨-(v * t ^ 2), fun s => ?_⟩
      have e : 0 ≤ v * (s + t) ^ 2 := mul_nonneg hv.le (sq_nonneg _)
      linear_combination e + s * hta
    rcases le_total 0 w with hw | hw
    · obtain ⟨m, hm⟩ := key u hu
      refine ⟨m, fun z₁ z₂ => ?_⟩
      have e := mul_nonneg hw (sq_nonneg ‖z₁ ^ 2 + z₂ ^ 2‖)
      unfold freeEnergy
      linarith [hm (density z₁ z₂)]
    · obtain ⟨m, hm⟩ := key (u + w) huw
      refine ⟨m, fun z₁ z₂ => ?_⟩
      have e := mul_nonneg (neg_nonneg.mpr hw) (sq_nonneg (chirality z₁ z₂))
      rw [freeEnergy_eq]
      linarith [hm (density z₁ z₂)]

end

end ChiralSuperconductor
```

```lean
#print axioms ChiralSuperconductor.freeEnergy_chiral
#print axioms ChiralSuperconductor.isGroundState_iff_real
#print axioms ChiralSuperconductor.im_eq_zero_iff_common_phase
#print axioms ChiralSuperconductor.bounded_below_iff
```

```
'ChiralSuperconductor.freeEnergy_chiral' depends on axioms: [propext, Classical.choice, Quot.sound]
'ChiralSuperconductor.isGroundState_iff_real' depends on axioms: [propext, Classical.choice, Quot.sound]
'ChiralSuperconductor.im_eq_zero_iff_common_phase' depends on axioms: [propext, Classical.choice, Quot.sound]
'ChiralSuperconductor.bounded_below_iff' depends on axioms: [propext, Classical.choice, Quot.sound]
```

## How the proof follows the calculation

The lemma `norm_sq_add_sq` proves \(|z_1^2+z_2^2|^2=S^2-L^2\) by expanding everything into real and imaginary parts, after which `ring` compares two real polynomials. Substituting it into the definition gives `freeEnergy_eq`, the second form of \(F\). The lemmas `freeEnergy_chiral` and `freeEnergy_linear` evaluate the two reference states.

Both classification theorems name the optimal density `s` and record the relation between \(a\) and \(s\) as `hsa`. In the forward direction, `h0` compares the assumed ground state with the appropriate reference state. The inequality `e3` is the completed square: `linear_combination` adds a multiple of `hsa` to `h0` and finds that the excess energy is at most zero. Because `e1` and `e2` say that its two parts are non-negative, each part is zero (`f1` and `f2`). Dividing out the nonzero coefficients leaves `g1`, which fixes the density, and `g2`, which gives \(z_1^2+z_2^2=0\) or \(L=0\). In the chiral case, `g3` is the factorization that produces the two signs.

In the reverse direction the competitor \((y_1,y_2)\) is arbitrary. Here `e1` and `e2` state that its own excess terms are non-negative, and the same algebra shows that its energy is no lower than that of the proposed ground state.

The proof of `abs_chirality_of_isGroundState` reads \(S^2=L^2\) from the quartic identity and takes absolute values, using \(S\ge0\). In `im_eq_zero_iff_common_phase`, the auxiliary fact `polar` writes any complex number as a phase times its modulus, and the case split on `z₁ = 0` is the one made by hand.

For necessity in `bounded_below_iff`, a supposed lower bound \(m\) is contradicted at one explicit density, \(s=(|m|+1)/(-a)\). There \(as=-|m|-1<m\), and a non-positive quartic coefficient cannot raise the energy back to \(m\). For sufficiency, `key` is the one-variable bound obtained by completing the square, and the split on the sign of \(w\) selects which form of \(F\) to use.
